# Two Hermitian matrices with an invertible commutator have summed variance bounded away from zero on unit vectors

## Can the floor under Var(A) + Var(B) sink to zero?

When I am given variances of two observables A and B that are claimed to belong to one state vector, I add them and compare the sum with a fixed threshold. If the sum is below it, I reject the claim. This only works if the threshold is positive and the same for all states.

The textbook uncertainty relation gives me Var(A) + Var(B) ≥ |⟨AB − BA⟩|, but the right side depends on the state. For σx and σy it is 2|⟨σz⟩|, which vanishes whenever the two populations are equal. Even if the commutator is invertible, its expectation value can be zero. Could there be a sequence of states along which both variances go to zero together?

## A zero floor would require a common eigenvector

No, not for finite matrices. If A and B are Hermitian n × n matrices and AB − BA is invertible, some c > 0 satisfies Var(A) + Var(B) ≥ c in every unit vector. The vanishing expectation value only makes the textbook bound weak at that state; the variances themselves need not be small there.

Write ⟨u,v⟩ = Σᵢ ūᵢvᵢ for the inner product, take ⟨ψ,ψ⟩ = 1, and let m be a real number. Since A is Hermitian,

‖(A − m)ψ‖² = ⟨ψ,A²ψ⟩ − 2m⟨ψ,Aψ⟩ + m².

Setting m = ⟨A⟩ = ⟨ψ,Aψ⟩ gives

‖(A − ⟨A⟩)ψ‖² = ⟨A²⟩ − ⟨A⟩² = Var(A).

So the variance is never negative, and if it is zero, then Aψ = ⟨A⟩ψ. Conversely, suppose Aψ = aψ. Then ⟨ψ,Aψ⟩ = a, and Hermiticity makes a real, so ⟨A⟩ = a and the squared length above is zero. Zero variance therefore means exactly that ψ is an eigenvector.

Next, consider the set of all unit vectors. It is closed, because it is defined by a continuous equation, and bounded, because every component has modulus at most 1. In finite dimension it is therefore compact. The summed variance is a polynomial in the real and imaginary parts of the components, hence continuous, so it attains its minimum at some unit vector φ. So if both variances went to zero along your sequence, the value zero would also be reached by an actual state. If the minimum were zero, both variances would vanish at φ, and φ would be an eigenvector of A and of B.

The commutator forbids that. From Aφ = aφ and Bφ = bφ,

(AB − BA)φ = abφ − baφ = 0.

Applying the inverse of AB − BA gives φ = 0, which contradicts ⟨φ,φ⟩ = 1. The minimum is positive and serves as c.

### For σx and σy the floor is 1

For σx and σy both squares are the identity, so each variance is 1 minus a squared mean. With components ψ₀ and ψ₁,

⟨σx⟩ = 2 Re(ψ̄₀ψ₁), ⟨σy⟩ = 2 Im(ψ̄₀ψ₁),

and therefore

Var(σx) + Var(σy) = 2 − 4|ψ₀|²|ψ₁|² = 1 + (|ψ₀|² − |ψ₁|²)².

The last step uses |ψ₀|² + |ψ₁|² = 1. The smallest value is 1, reached at equal populations, which is where your state-dependent bound drops to zero.

Take ψ = (0.6, 0.8). Then ⟨σx⟩ = 0.96 and ⟨σy⟩ = 0, so the variances are 1 − 0.9216 = 0.0784 and 1. Their sum is 1.0784, in agreement with 1 + (0.36 − 0.64)². The textbook bound gives only 2 · 0.28 = 0.56 for this state.

A qubit is also the smallest system with any state to which the theorem applies. For n = 1 the matrices are numbers, the commutator is zero, and every unit vector is a common eigenvector.

### States, means and the order of the quantifiers in Lean

A state is a function `ψ : n → ℂ` on a finite index type `n`, normalised by `star ψ ⬝ᵥ ψ = 1`. The conjugate is on the first factor, as in ⟨ψ,ψ⟩. Normalisation is written out this way because Lean's built-in norm on `n → ℂ` is the largest component modulus, not the Euclidean length.

`mean A ψ` is the real part of ⟨ψ,Aψ⟩, which for Hermitian `A` is the whole expectation value. `variance A ψ` is the mean of `A * A` minus the squared mean.

In `variance_sum_bound`, the hypotheses `hA` and `hB` say that the matrices are Hermitian, and `IsUnit (A * B - B * A)` says that the commutator is invertible. Physically, this last condition means that no nonzero state is annihilated by the commutator. In the conclusion, `∃ c` comes before `∀ ψ`, so one constant serves all states. The theorem gives no value for it; for a particular pair, the minimum or some positive lower bound on it must be found separately.

`uniform_bound_iff` treats any finite family of Hermitian matrices: a common positive bound exists if and only if no unit vector is an eigenvector of every member. An invertible commutator is thus sufficient but not necessary. The spin-1 matrices Sx and Sy, for example, have a singular commutator proportional to Sz, yet the only states it annihilates, the eigenvectors of Sz with eigenvalue 0, are not eigenvectors of Sx.

The Pauli theorems confirm that σx and σy satisfy the hypotheses, give the qubit formula, and state that 1 is the least value of the sum.

```lean
import Mathlib

open Matrix

namespace VarianceSumBound

noncomputable section

variable {n ι : Type*} [Fintype n] [Fintype ι]

/-- The real part of the expectation value `⟨ψ, A ψ⟩`. -/
def mean (A : Matrix n n ℂ) (ψ : n → ℂ) : ℝ := (star ψ ⬝ᵥ A *ᵥ ψ).re

/-- The variance: the mean of `A²` minus the square of the mean of `A`. -/
def variance (A : Matrix n n ℂ) (ψ : n → ℂ) : ℝ := mean (A * A) ψ - mean A ψ ^ 2

/-- The real part of the inner product of a vector with itself is the sum of the squared moduli of
its components. -/
theorem re_inner_self (φ : n → ℂ) : (star φ ⬝ᵥ φ).re = ∑ i, ‖φ i‖ ^ 2 := by
  simp only [dotProduct, Complex.re_sum, Pi.star_apply]
  refine Finset.sum_congr rfl fun i _ => ?_
  rw [Complex.sq_norm, Complex.normSq_apply]
  simp [Complex.mul_re]

/-- A Hermitian matrix can be moved from one side of the inner product to the other. -/
theorem hermitian_move {A : Matrix n n ℂ} (hA : A.IsHermitian) (ψ v : n → ℂ) :
    star (A *ᵥ ψ) ⬝ᵥ v = star ψ ⬝ᵥ A *ᵥ v := by
  rw [Matrix.star_mulVec, hA.eq, Matrix.dotProduct_mulVec]

/-- For a Hermitian matrix and a unit vector, the variance is the squared length of
`(A - ⟨A⟩) ψ`. -/
theorem variance_eq_sum {A : Matrix n n ℂ} (hA : A.IsHermitian) {ψ : n → ℂ}
    (hψ : star ψ ⬝ᵥ ψ = 1) :
    variance A ψ = ∑ i, ‖(A *ᵥ ψ) i - (mean A ψ : ℂ) * ψ i‖ ^ 2 := by
  -- expand the squared length for an arbitrary real shift `m`
  have key : ∀ m : ℝ, (star (A *ᵥ ψ - (m : ℂ) • ψ) ⬝ᵥ (A *ᵥ ψ - (m : ℂ) • ψ)).re
      = (star ψ ⬝ᵥ A *ᵥ (A *ᵥ ψ)).re - 2 * m * (star ψ ⬝ᵥ A *ᵥ ψ).re + m ^ 2 := by
    intro m
    have hm : star (m : ℂ) = m := Complex.conj_ofReal m
    simp only [star_sub, star_smul, sub_dotProduct, dotProduct_sub, smul_dotProduct,
      dotProduct_smul, hermitian_move hA, hψ, hm, smul_eq_mul, Complex.sub_re,
      Complex.re_ofReal_mul, mul_one, Complex.ofReal_re]
    ring
  have h2 : mean (A * A) ψ = (star ψ ⬝ᵥ A *ᵥ (A *ᵥ ψ)).re := by
    rw [mean, Matrix.mulVec_mulVec]
  have h1 : (star ψ ⬝ᵥ A *ᵥ ψ).re = mean A ψ := rfl
  have h3 := key (mean A ψ)
  rw [re_inner_self, h1, ← h2] at h3
  simp only [Pi.sub_apply, Pi.smul_apply, smul_eq_mul] at h3
  rw [h3, variance]
  ring

/-- A Hermitian matrix has zero variance in a unit vector exactly when that vector is one of
its eigenvectors. -/
theorem variance_eq_zero_iff {A : Matrix n n ℂ} (hA : A.IsHermitian) {ψ : n → ℂ}
    (hψ : star ψ ⬝ᵥ ψ = 1) : variance A ψ = 0 ↔ ∃ a : ℂ, A *ᵥ ψ = a • ψ := by
  rw [variance_eq_sum hA hψ]
  constructor
  · intro h
    rw [Finset.sum_eq_zero_iff_of_nonneg (fun i _ => sq_nonneg _)] at h
    refine ⟨(mean A ψ : ℂ), funext fun i => ?_⟩
    have hi := norm_eq_zero.mp (pow_eq_zero_iff (two_ne_zero) |>.mp (h i (Finset.mem_univ i)))
    simpa using sub_eq_zero.mp hi
  · rintro ⟨a, h⟩
    -- the eigenvalue is real and equals the mean
    have h1 : star ψ ⬝ᵥ A *ᵥ ψ = a := by
      rw [h, dotProduct_smul, hψ, smul_eq_mul, mul_one]
    have h2 := hermitian_move hA ψ ψ
    rw [h1, h, star_smul, smul_dotProduct, hψ, smul_eq_mul, mul_one] at h2
    have hm : (mean A ψ : ℂ) = a := by
      rw [mean, h1]
      exact Complex.conj_eq_iff_re.mp h2
    refine Finset.sum_eq_zero fun i _ => ?_
    rw [hm, h]
    simp

/-- The unit vectors of a finite-dimensional state space form a compact set. -/
theorem isCompact_states : IsCompact {ψ : n → ℂ | star ψ ⬝ᵥ ψ = 1} := by
  refine Metric.isCompact_of_isClosed_isBounded (isClosed_eq ?_ continuous_const) ?_
  · simp only [dotProduct, Pi.star_apply]
    fun_prop
  · refine (Metric.isBounded_closedBall (x := (0 : n → ℂ)) (r := 1)).subset fun ψ hψ => ?_
    have hψ' : star ψ ⬝ᵥ ψ = 1 := hψ
    have hs := re_inner_self ψ
    rw [hψ', Complex.one_re] at hs
    rw [mem_closedBall_zero_iff, pi_norm_le_iff_of_nonneg zero_le_one]
    intro i
    have hi : ‖ψ i‖ ^ 2 ≤ ∑ j, ‖ψ j‖ ^ 2 :=
      Finset.single_le_sum (f := fun j => ‖ψ j‖ ^ 2) (fun j _ => sq_nonneg _)
        (Finset.mem_univ i)
    nlinarith [norm_nonneg (ψ i)]

/-- For finitely many Hermitian matrices, the sum of the variances has a positive lower bound
common to all unit vectors if and only if no unit vector is an eigenvector of all of them. -/
theorem uniform_bound_iff {A : ι → Matrix n n ℂ} (hA : ∀ k, (A k).IsHermitian) :
    (∃ c : ℝ, 0 < c ∧ ∀ ψ : n → ℂ, star ψ ⬝ᵥ ψ = 1 → c ≤ ∑ k, variance (A k) ψ) ↔
      ¬ ∃ ψ : n → ℂ, star ψ ⬝ᵥ ψ = 1 ∧ ∀ k, ∃ a : ℂ, A k *ᵥ ψ = a • ψ := by
  constructor
  · rintro ⟨c, hc, h⟩ ⟨ψ, hψ, hev⟩
    have h0 : ∑ k, variance (A k) ψ = 0 :=
      Finset.sum_eq_zero fun k _ => (variance_eq_zero_iff (hA k) hψ).mpr (hev k)
    linarith [h ψ hψ]
  · intro hno
    by_cases hne : {ψ : n → ℂ | star ψ ⬝ᵥ ψ = 1}.Nonempty
    · have hcont : Continuous fun ψ : n → ℂ => ∑ k, variance (A k) ψ := by
        simp only [variance, mean, dotProduct, Matrix.mulVec, Pi.star_apply]
        fun_prop
      -- the minimum is attained, and a zero minimum would make the minimiser a common eigenvector
      obtain ⟨φ, hφ, hmin⟩ := isCompact_states.exists_isMinOn hne hcont.continuousOn
      have hnn : ∀ k ∈ Finset.univ, 0 ≤ variance (A k) φ := fun k _ => by
        rw [variance_eq_sum (hA k) hφ]
        positivity
      refine ⟨∑ k, variance (A k) φ, lt_of_le_of_ne (Finset.sum_nonneg hnn) fun h0 => ?_,
        fun ψ hψ => isMinOn_iff.mp hmin ψ hψ⟩
      have hz := (Finset.sum_eq_zero_iff_of_nonneg hnn).mp h0.symm
      exact hno ⟨φ, hφ, fun k =>
        (variance_eq_zero_iff (hA k) hφ).mp (hz k (Finset.mem_univ k))⟩
    · exact ⟨1, one_pos, fun ψ hψ => (hne ⟨ψ, hψ⟩).elim⟩

/-- If the commutator of two matrices is invertible, only the zero vector satisfies both
eigenvalue equations. -/
theorem eq_zero_of_common_eigen [DecidableEq n] {A B : Matrix n n ℂ}
    (hC : IsUnit (A * B - B * A)) {ψ : n → ℂ} {a b : ℂ}
    (ha : A *ᵥ ψ = a • ψ) (hb : B *ᵥ ψ = b • ψ) : ψ = 0 := by
  have h : (A * B - B * A) *ᵥ ψ = 0 := by
    rw [Matrix.sub_mulVec, ← Matrix.mulVec_mulVec, ← Matrix.mulVec_mulVec, hb, ha,
      Matrix.mulVec_smul, Matrix.mulVec_smul, ha, hb, smul_comm, sub_self]
  obtain ⟨u, hu⟩ := hC
  calc ψ = ((↑u⁻¹ : Matrix n n ℂ) * ↑u) *ᵥ ψ := by rw [Units.inv_mul, Matrix.one_mulVec]
    _ = 0 := by rw [← Matrix.mulVec_mulVec, hu, h, Matrix.mulVec_zero]

/-- If two Hermitian matrices have an invertible commutator, the sum of their variances is
bounded below by one positive constant in all unit vectors. -/
theorem variance_sum_bound [DecidableEq n] {A B : Matrix n n ℂ} (hA : A.IsHermitian)
    (hB : B.IsHermitian) (hC : IsUnit (A * B - B * A)) :
    ∃ c : ℝ, 0 < c ∧ ∀ ψ : n → ℂ, star ψ ⬝ᵥ ψ = 1 → c ≤ variance A ψ + variance B ψ := by
  obtain ⟨c, hc, h⟩ := (uniform_bound_iff (A := ![A, B])
    (Fin.forall_fin_two.mpr ⟨hA, hB⟩)).mpr (by
      rintro ⟨ψ, hψ, hev⟩
      obtain ⟨a, ha⟩ := hev 0
      obtain ⟨b, hb⟩ := hev 1
      have h0 : ψ = 0 := eq_zero_of_common_eigen hC ha hb
      rw [h0] at hψ
      simp at hψ)
  exact ⟨c, hc, fun ψ hψ => by simpa [Fin.sum_univ_two] using h ψ hψ⟩

/-- The Pauli matrix `σx`. -/
def pauliX : Matrix (Fin 2) (Fin 2) ℂ := !![0, 1; 1, 0]

/-- The Pauli matrix `σy`. -/
def pauliY : Matrix (Fin 2) (Fin 2) ℂ := !![0, -Complex.I; Complex.I, 0]

/-- The Pauli matrices `σx` and `σy` are Hermitian and their commutator is invertible. -/
theorem pauli_witness : pauliX.IsHermitian ∧ pauliY.IsHermitian ∧
    IsUnit (pauliX * pauliY - pauliY * pauliX) := by
  refine ⟨?_, ?_, ?_⟩
  · ext i j
    fin_cases i <;> fin_cases j <;> simp [pauliX]
  · ext i j
    fin_cases i <;> fin_cases j <;> simp [pauliY]
  · have h : pauliX * pauliY - pauliY * pauliX
        = !![2 * Complex.I, 0; 0, -(2 * Complex.I)] := by
      ext i j
      fin_cases i <;> fin_cases j <;>
        simp [pauliX, pauliY] <;> ring
    rw [h, Matrix.isUnit_iff_isUnit_det, Matrix.det_fin_two_of, isUnit_iff_ne_zero]
    simp

/-- In a normalised qubit state the variances of `σx` and `σy` add up to one plus the squared
difference of the two populations. -/
theorem pauli_variance_sum {ψ : Fin 2 → ℂ} (hψ : star ψ ⬝ᵥ ψ = 1) :
    variance pauliX ψ + variance pauliY ψ = 1 + (‖ψ 0‖ ^ 2 - ‖ψ 1‖ ^ 2) ^ 2 := by
  have hx : pauliX * pauliX = 1 := by
    ext i j
    fin_cases i <;> fin_cases j <;> simp [pauliX, Matrix.mul_apply, Fin.sum_univ_two]
  have hy : pauliY * pauliY = 1 := by
    ext i j
    fin_cases i <;> fin_cases j <;> simp [pauliY, Matrix.mul_apply, Fin.sum_univ_two]
  have h1 : mean 1 ψ = 1 := by rw [mean, Matrix.one_mulVec, hψ, Complex.one_re]
  have mx : mean pauliX ψ = 2 * ((ψ 0).re * (ψ 1).re + (ψ 0).im * (ψ 1).im) := by
    simp [mean, pauliX, Matrix.mulVec, dotProduct, Fin.sum_univ_two]
    ring
  have my : mean pauliY ψ = 2 * ((ψ 0).re * (ψ 1).im - (ψ 0).im * (ψ 1).re) := by
    simp [mean, pauliY, Matrix.mulVec, dotProduct, Fin.sum_univ_two]
    ring
  have hs := re_inner_self ψ
  rw [hψ, Complex.one_re, Fin.sum_univ_two] at hs
  simp only [Complex.sq_norm, Complex.normSq_apply] at hs ⊢
  rw [variance, variance, hx, hy, h1, mx, my]
  linear_combination (1 + ((ψ 0).re * (ψ 0).re + (ψ 0).im * (ψ 0).im
    + ((ψ 1).re * (ψ 1).re + (ψ 1).im * (ψ 1).im))) * hs

/-- The smallest value of the summed variances of `σx` and `σy` over all normalised qubit
states is one. -/
theorem pauli_isLeast : IsLeast {v : ℝ | ∃ ψ : Fin 2 → ℂ, star ψ ⬝ᵥ ψ = 1 ∧
    variance pauliX ψ + variance pauliY ψ = v} 1 := by
  constructor
  · -- equal populations attain the bound
    have hu : star ![(⟨1/2, 1/2⟩ : ℂ), ⟨1/2, 1/2⟩] ⬝ᵥ ![(⟨1/2, 1/2⟩ : ℂ), ⟨1/2, 1/2⟩] = 1 := by
      apply Complex.ext <;> simp [dotProduct, Fin.sum_univ_two]
      norm_num
    exact ⟨_, hu, by rw [pauli_variance_sum hu]; simp⟩
  · rintro v ⟨ψ, hψ, rfl⟩
    rw [pauli_variance_sum hψ]
    linarith [sq_nonneg (‖ψ 0‖ ^ 2 - ‖ψ 1‖ ^ 2)]

end

end VarianceSumBound
```

```lean
#print axioms VarianceSumBound.variance_sum_bound
#print axioms VarianceSumBound.pauli_isLeast
```

```
'VarianceSumBound.variance_sum_bound' depends on axioms: [propext, Classical.choice, Quot.sound]
'VarianceSumBound.pauli_isLeast' depends on axioms: [propext, Classical.choice, Quot.sound]
```

### From the squared length to the minimum

`re_inner_self` writes the real part of ⟨φ,φ⟩ as a sum of squared moduli, and `hermitian_move` transfers A from one side of the inner product to the other. `variance_eq_sum` uses both. Its inner statement `key` is the expansion of ‖(A − m)ψ‖² for arbitrary real m, which is then evaluated at the mean.

`variance_eq_zero_iff` reads off the eigenvector condition. In one direction, a vanishing sum of nonnegative terms has only vanishing terms, which gives Aψ = ⟨A⟩ψ component by component. In the other, `hermitian_move` shows that the eigenvalue equals its own conjugate, so it is real and equal to the mean.

`isCompact_states` proves that the set of unit vectors is closed and bounded. The bound compares one squared modulus with the whole sum, which is 1.

In `uniform_bound_iff`, the forward direction inserts a common eigenvector, where the sum is zero, and contradicts the positive bound. For the reverse direction, `fun_prop` establishes continuity and `exists_isMinOn` supplies the minimiser `φ`. If the minimum were zero, every variance would vanish at `φ`, making it a common eigenvector. The separate case without unit vectors occurs when `n` is empty; any positive constant then works, and the proof takes 1.

`eq_zero_of_common_eigen` is the commutator calculation, and it needs no Hermiticity. `variance_sum_bound` applies the general criterion to the two-member family `![A, B]` and uses this lemma to exclude a common eigenvector.

For the qubit, `pauli_witness` computes the commutator as the diagonal matrix with entries 2i and −2i, whose determinant is nonzero. `pauli_variance_sum` expands both means in real and imaginary parts, and `linear_combination` finishes with a multiple of the normalisation condition. `pauli_isLeast` attains the value 1 with both components equal to (1 + i)/2; the lower bound follows because a square is nonnegative.

### Using the threshold beyond a fixed finite matrix

For finite-dimensional pure states, the result is an uncertainty relation with a state-independent right side. Your rejection step can use it once a numerical value of c has been established for the pair at hand. The two observables must first be scaled to common units, or the sum has no meaning.

Mixed states can keep the same threshold, since the variance in a mixture is at least the weighted average of the variances in its components.

The step that the hypotheses leave open is the passage from a truncated basis to the full, infinite-dimensional problem. Each truncation with an invertible commutator has its own positive c, but these constants could shrink towards zero as the basis grows. A threshold found in one basis therefore needs a separate argument before you use it for the untruncated operators.
